# The hypervirial relation $\langle[H,A]\rangle=0$ for a variational state when $A\psi$ is an allowed variation

In an energy eigenstate, the mean value of every observable is constant in time, so the average of its commutator with the Hamiltonian vanishes. A variational calculation usually returns a state that is not an eigenstate: its energy is stationary only under the variations that the trial family permits. Which of the commutator relations does such a state still obey?

Let $V$ be a complex inner-product space, with $\langle x,y\rangle$ conjugate-linear in $x$. Let $H$ and $A$ be symmetric linear maps on $V$, so that $\langle Hx,y\rangle=\langle x,Hy\rangle$, and likewise for $A$. Let $U$ be a complex subspace of allowed variations, so that $iu$ is allowed whenever $u$ is, $\psi$ a trial state, $E$ a real number and $r=(H-E)\psi$ the residual. The variational condition is $\langle u,r\rangle=0$ for all $u\in U$. The claim is that if also $A\psi\in U$, then

$$\langle\psi,(HA-AH)\psi\rangle=0 .$$

## From stationary energy to a vanishing commutator average

**Stationarity.** Let $F(\varphi)=\mathrm{Re}\,\langle\varphi,(H-E)\varphi\rangle$, where $E$ acts as the multiplier for the norm. For real $t$, symmetry gives $\langle\psi,(H-E)u\rangle=\overline{\langle u,r\rangle}$, so the two cross terms have equal real parts and

$$F(\psi+tu)=F(\psi)+2t\,\mathrm{Re}\,\langle u,r\rangle+t^2F(u).$$

The derivative at $t=0$ is $2\,\mathrm{Re}\,\langle u,r\rangle$. Since $\langle iu,r\rangle=-i\langle u,r\rangle$, the direction $iu$ gives $2\,\mathrm{Im}\,\langle u,r\rangle$. Stationarity along every direction in $U$ is therefore the same as $r\perp U$.

**The commutator.** Expanding the residual, with $E$ real,

$$\langle r,A\psi\rangle-\langle A\psi,r\rangle
=\langle H\psi,A\psi\rangle-\langle A\psi,H\psi\rangle-E\big(\langle\psi,A\psi\rangle-\langle A\psi,\psi\rangle\big).$$

The bracket vanishes because $A$ is symmetric. The first two terms equal $\langle\psi,HA\psi\rangle-\langle\psi,AH\psi\rangle$. If $A\psi\in U$, both terms on the left are zero, which proves the claim.

**When $A\psi$ leaves $U$.** Any $u\in U$ can be subtracted from $A\psi$ on the left without changing the value. The Cauchy–Schwarz inequality then gives

$$|\langle\psi,(HA-AH)\psi\rangle|\le 2\|r\|\,\|A\psi-u\| .$$

For an unnormalised nonzero $\psi$, both sides are divided by $\|\psi\|^2$ to obtain the bound on the expectation value.

**The converse.** Let $\psi\in U$ be a unit vector and $E=\langle\psi,H\psi\rangle$, so that $\langle\psi,r\rangle=0$. Suppose the relation holds for every symmetric $A$ with $A\psi\in U$. For $u\in U$ take $A=|u\rangle\langle\psi|+|\psi\rangle\langle u|$. Then $A\psi=u+\langle u,\psi\rangle\psi$ lies in $U$, and its $\psi$ part is orthogonal to $r$, which leaves $\langle r,u\rangle-\langle u,r\rangle=0$. The same argument for $iu$ gives $i(\langle r,u\rangle+\langle u,r\rangle)=0$. Together they yield $\langle u,r\rangle=0$.

## A three-level state, and an observable that leaves the variation space

Take orthonormal levels $|0\rangle,|1\rangle,|2\rangle$, with $H=|2\rangle\langle0|+|0\rangle\langle2|$, $\psi=|0\rangle$, $U=\mathrm{span}\{|0\rangle,|1\rangle\}$ and $E=0$. The residual is $r=|2\rangle$, which is orthogonal to $U$ but not zero, so $\psi$ is not an eigenvector. The observable

$$A=|1\rangle\langle0|+|0\rangle\langle1|+|2\rangle\langle1|+|1\rangle\langle2|$$

sends $\psi$ to $|1\rangle\in U$. Here $(HA-AH)\psi=-|1\rangle$: the vector is nonzero, but its overlap with $\psi$ vanishes.

Now drop the hypothesis $A\psi\in U$ and use $B=i|2\rangle\langle0|-i|0\rangle\langle2|$ instead. This is symmetric, but $B\psi=i|2\rangle$ lies outside $U$. Since $HB\psi=i|0\rangle$ and $BH\psi=-i|0\rangle$, the commutator average is $2i$. The error bound with $u=0$ gives exactly $2$, so it is attained. This second observable is worked out only here and does not appear in the Lean code.

## Residual, variational condition and energy functional in Lean

The space `V` may have any dimension and need not be complete.

```lean
import Mathlib

open scoped InnerProductSpace

namespace VariationalHypervirial

noncomputable section

variable {V : Type*} [NormedAddCommGroup V] [InnerProductSpace ℂ V]
```

The residual takes a real `E`, which is coerced to a complex number before it multiplies the state.

```lean
/-- The residual `(H - E)ψ` of a trial state `ψ` at the real energy `E`. -/
def residual (H : V →ₗ[ℂ] V) (E : ℝ) (ψ : V) : V := H ψ - (E : ℂ) • ψ
```

The variational condition is the orthogonality statement itself. It requires neither that `ψ` be normalised nor that it lie in `U`. If a nonzero `ψ` does lie in `U`, the condition forces `E` to be the mean energy $\langle\psi,H\psi\rangle/\langle\psi,\psi\rangle$.

```lean
/-- The variational condition: the residual `(H - E)ψ` is orthogonal to the subspace `U`. -/
def IsVariational (H : V →ₗ[ℂ] V) (U : Submodule ℂ V) (ψ : V) (E : ℝ) : Prop :=
  ∀ u ∈ U, ⟪u, residual H E ψ⟫_ℂ = 0
```

The commutator average is likewise unnormalised, and it becomes an expectation value when $\|\psi\|=1$.

```lean
/-- The commutator average `⟨ψ, (HA - AH)ψ⟩`. -/
def commutatorMean (H A : V →ₗ[ℂ] V) (ψ : V) : ℂ := ⟪ψ, H (A ψ) - A (H ψ)⟫_ℂ

/-- The energy functional `Re ⟨φ, (H - E)φ⟩`, with `E` as multiplier for the norm. -/
def energyFunctional (H : V →ₗ[ℂ] V) (E : ℝ) (φ : V) : ℝ := (⟪φ, residual H E φ⟫_ℂ).re
```

Both operators have type `V →ₗ[ℂ] V`, so they are defined on all of `V` and map it to itself. Unbounded operators such as position and momentum are covered only on a common domain that they leave invariant. The subspace `U` is complex, which is what makes $iu$ available whenever $u$ is.

## Stationarity is orthogonality of the residual

In the derivative theorem, `hsym` is the conjugation identity for the cross term and `hpoly` is the quadratic polynomial in $t$. The polynomial is then differentiated at zero.

```lean
/-- For symmetric `H`, the first variation of the energy functional at `ψ` along `u` is `2 Re ⟨u, (H
- E)ψ⟩`. -/
theorem energyFunctional_hasDerivAt {H : V →ₗ[ℂ] V} (hH : H.IsSymmetric) (E : ℝ) (ψ u : V) :
    HasDerivAt (fun t : ℝ => energyFunctional H E (ψ + (t : ℂ) • u))
      (2 * (⟪u, residual H E ψ⟫_ℂ).re) 0 := by
  have hsym : ⟪ψ, residual H E u⟫_ℂ = (starRingEnd ℂ) ⟪u, residual H E ψ⟫_ℂ := by
    have h1 : ⟪H ψ, u⟫_ℂ = ⟪ψ, H u⟫_ℂ := hH _ _
    rw [inner_conj_symm]
    simp only [residual, inner_sub_left, inner_sub_right, inner_smul_left, inner_smul_right,
      Complex.conj_ofReal, h1]
  -- along a line the functional is a quadratic polynomial
  have hpoly : (fun t : ℝ => energyFunctional H E (ψ + (t : ℂ) • u)) =
      fun t : ℝ => (energyFunctional H E ψ + t * (2 * (⟪u, residual H E ψ⟫_ℂ).re))
        + t ^ 2 * energyFunctional H E u := by
    funext t
    have hlin : residual H E (ψ + (t : ℂ) • u)
        = residual H E ψ + (t : ℂ) • residual H E u := by
      simp only [residual, map_add, map_smul]
      module
    unfold energyFunctional
    rw [hlin]
    simp only [inner_add_left, inner_add_right, inner_smul_left, inner_smul_right,
      Complex.conj_ofReal, hsym, Complex.add_re, Complex.mul_re,
      Complex.ofReal_re, Complex.ofReal_im, Complex.conj_re]
    ring
  rw [hpoly]
  have h := (((hasDerivAt_id' (0 : ℝ)).mul_const
    (2 * (⟪u, residual H E ψ⟫_ℂ).re)).const_add (energyFunctional H E ψ)).fun_add
    (((hasDerivAt_id' (0 : ℝ)).fun_pow 2).mul_const (energyFunctional H E u))
  exact h.congr_deriv (by simp)
```

For the equivalence, the forward direction substitutes $\langle u,r\rangle=0$ into the derivative. In the reverse direction, uniqueness of the derivative is applied along $u$ and along `Complex.I • u`, and `Complex.ext` combines the vanishing real and imaginary parts. `E` stays fixed during the variation, as a multiplier does.

```lean
/-- For symmetric `H`, the residual is orthogonal to `U` exactly when the energy functional is
stationary at `ψ` along every direction in `U`. -/
theorem isVariational_iff_stationary {H : V →ₗ[ℂ] V} (hH : H.IsSymmetric)
    (U : Submodule ℂ V) (ψ : V) (E : ℝ) :
    IsVariational H U ψ E ↔
      ∀ u ∈ U, HasDerivAt (fun t : ℝ => energyFunctional H E (ψ + (t : ℂ) • u)) 0 0 := by
  constructor
  · intro h u hu
    exact (energyFunctional_hasDerivAt hH E ψ u).congr_deriv (by rw [h u hu]; simp)
  · intro h u hu
    have h1 := (energyFunctional_hasDerivAt hH E ψ u).unique (h u hu)
    -- the direction `i u` controls the imaginary part
    have h2 := (energyFunctional_hasDerivAt hH E ψ (Complex.I • u)).unique
      (h _ (U.smul_mem Complex.I hu))
    rw [inner_smul_left, Complex.conj_I] at h2
    simp only [Complex.mul_re, Complex.neg_re, Complex.neg_im, Complex.I_re,
      Complex.I_im] at h2
    apply Complex.ext
    · rw [Complex.zero_re]; linarith
    · rw [Complex.zero_im]; linarith
```

## The hypervirial theorem and its error bound

The next identity holds for every state and every real `E`; no variational condition enters. The facts `h1`, `h2` and `h3` are the three uses of symmetry in the hand calculation, and `linear_combination` adds them with the right coefficients.

```lean
/-- For symmetric `H` and `A`, the commutator average depends on `H` only through the residual:
`⟨[H,A]⟩ = ⟨(H - E)ψ, Aψ⟩ - ⟨Aψ, (H - E)ψ⟩` for every real `E`. -/
theorem commutatorMean_eq {H A : V →ₗ[ℂ] V} (hH : H.IsSymmetric) (hA : A.IsSymmetric)
    (E : ℝ) (ψ : V) :
    commutatorMean H A ψ = ⟪residual H E ψ, A ψ⟫_ℂ - ⟪A ψ, residual H E ψ⟫_ℂ := by
  have h1 : ⟪H ψ, A ψ⟫_ℂ = ⟪ψ, H (A ψ)⟫_ℂ := hH _ _
  have h2 : ⟪A ψ, H ψ⟫_ℂ = ⟪ψ, A (H ψ)⟫_ℂ := hA _ _
  have h3 : ⟪A ψ, ψ⟫_ℂ = ⟪ψ, A ψ⟫_ℂ := hA _ _
  simp only [commutatorMean, residual, inner_sub_left, inner_sub_right, inner_smul_left,
    inner_smul_right, Complex.conj_ofReal]
  linear_combination -h1 + h2 - (E : ℂ) * h3
```

The main theorem applies the variational condition to the vector $A\psi$. Orthogonality in one order implies it in the other, so both terms vanish.

```lean
/-- Hypervirial theorem for variational states: if `H` and `A` are symmetric, `(H - E)ψ` is
orthogonal to `U` and `Aψ` lies in `U`, then `⟨ψ, (HA - AH)ψ⟩ = 0`. -/
theorem hypervirial {H A : V →ₗ[ℂ] V} (hH : H.IsSymmetric) (hA : A.IsSymmetric)
    {U : Submodule ℂ V} {ψ : V} {E : ℝ} (hψ : IsVariational H U ψ E) (hAψ : A ψ ∈ U) :
    commutatorMean H A ψ = 0 := by
  have h := hψ _ hAψ
  rw [commutatorMean_eq hH hA E, h, inner_eq_zero_symm.mp h, sub_zero]
```

An example is Hartree–Fock theory in a finite basis, with complex spin orbitals under no spin or symmetry restriction. Let $U$ be spanned by the optimised determinant $\psi$ and its single excitations. Brillouin's condition, which is not proved here, makes the residual at the mean energy orthogonal to $U$. Every Hermitian one-electron operator $A$ acting within the basis sends $\psi$ into $U$, so $\langle[H,A]\rangle=0$. Here $H$ and $A$ are the operators as represented in the basis. The commutator of two truncated operators generally differs from the truncated commutator, so the usual virial theorem, for example, need not hold in a finite basis.

The error bound first replaces $A\psi$ by $A\psi-u$ in `key`, then combines the triangle inequality with two applications of Cauchy–Schwarz. It holds for each `u` in `U` separately, so no orthogonal projection onto `U` has to exist.

```lean
/-- For symmetric `H` and `A` and a variational state, the commutator average is at most twice the
residual norm times the distance from `Aψ` to any chosen vector `u` of `U`. -/
theorem hypervirial_error_bound {H A : V →ₗ[ℂ] V} (hH : H.IsSymmetric) (hA : A.IsSymmetric)
    {U : Submodule ℂ V} {ψ u : V} {E : ℝ} (hψ : IsVariational H U ψ E) (hu : u ∈ U) :
    ‖commutatorMean H A ψ‖ ≤ 2 * ‖residual H E ψ‖ * ‖A ψ - u‖ := by
  have h := hψ u hu
  have h' := inner_eq_zero_symm.mp h
  -- the component `u` of `Aψ` does not contribute
  have key : commutatorMean H A ψ =
      ⟪residual H E ψ, A ψ - u⟫_ℂ - ⟪A ψ - u, residual H E ψ⟫_ℂ := by
    rw [commutatorMean_eq hH hA E, inner_sub_right, inner_sub_left, h, h', sub_zero, sub_zero]
  rw [key]
  have b1 := norm_sub_le ⟪residual H E ψ, A ψ - u⟫_ℂ ⟪A ψ - u, residual H E ψ⟫_ℂ
  have b2 := norm_inner_le_norm (𝕜 := ℂ) (residual H E ψ) (A ψ - u)
  have b3 := norm_inner_le_norm (𝕜 := ℂ) (A ψ - u) (residual H E ψ)
  linarith [mul_comm ‖A ψ - u‖ ‖residual H E ψ‖]
```

## Recovering the variational condition from symmetric dyads

The test operators of the converse are defined by their action on a vector. In `dyad u v`, the term $\langle u,x\rangle v$ comes first, so the operator is $|v\rangle\langle u|+|u\rangle\langle v|$.

```lean
/-- The operator `|v⟩⟨u| + |u⟩⟨v|`. -/
def dyad (u v : V) : V →ₗ[ℂ] V where
  toFun x := ⟪u, x⟫_ℂ • v + ⟪v, x⟫_ℂ • u
  map_add' x y := by
    simp only [inner_add_right]
    module
  map_smul' c x := by
    simp only [inner_smul_right, RingHom.id_apply]
    module

/-- The operator `|v⟩⟨u| + |u⟩⟨v|` is symmetric. -/
theorem dyad_isSymmetric (u v : V) : (dyad u v).IsSymmetric := by
  intro x y
  change ⟪⟪u, x⟫_ℂ • v + ⟪v, x⟫_ℂ • u, y⟫_ℂ = ⟪x, ⟪u, y⟫_ℂ • v + ⟪v, y⟫_ℂ • u⟫_ℂ
  simp only [inner_add_left, inner_add_right, inner_smul_left, inner_smul_right,
    inner_conj_symm]
  ring
```

The equivalence assumes that `ψ` is a unit vector in `U` and fixes the energy at the real part of $\langle\psi,H\psi\rangle$. Symmetry makes that number real, as `hreal` records. The forward direction is the hypervirial theorem. For the reverse, `hr` states $\langle\psi,r\rangle=0$, and `key` tests the relation with `dyad ψ u`. The final `linear_combination` solves the two equations from $u$ and $iu$ for $\langle u,r\rangle$.

The theorem assumes the relation for all symmetric `A` with `A ψ` in `U`, although the proof uses it only for the dyads built from `ψ` and vectors of `U`. It does not infer the variational condition from a single observable.

```lean
/-- For symmetric `H`, a unit vector `ψ` in `U` satisfies the variational condition at its mean
energy exactly when the hypervirial relation holds for every symmetric `A` with `Aψ` in `U`. -/
theorem isVariational_iff_hypervirial {H : V →ₗ[ℂ] V} (hH : H.IsSymmetric)
    {U : Submodule ℂ V} {ψ : V} (hU : ψ ∈ U) (hn : ‖ψ‖ = 1) :
    IsVariational H U ψ (⟪ψ, H ψ⟫_ℂ).re ↔
      ∀ A : V →ₗ[ℂ] V, A.IsSymmetric → A ψ ∈ U → commutatorMean H A ψ = 0 := by
  refine ⟨fun h A hA hAψ => hypervirial hH hA h hAψ, fun hall => ?_⟩
  have hone : ⟪ψ, ψ⟫_ℂ = 1 := by rw [inner_self_eq_norm_sq_to_K, hn]; simp
  have hreal : (((⟪ψ, H ψ⟫_ℂ).re : ℝ) : ℂ) = ⟪ψ, H ψ⟫_ℂ := by
    apply Complex.conj_eq_iff_re.mp
    rw [inner_conj_symm]
    exact hH _ _
  set E : ℝ := (⟪ψ, H ψ⟫_ℂ).re with hE
  have hr : ⟪ψ, residual H E ψ⟫_ℂ = 0 := by
    rw [residual, inner_sub_right, inner_smul_right, hone, hreal, mul_one, sub_self]
  have hr' := inner_eq_zero_symm.mp hr
  -- test the relation with the dyad built from `ψ` and `u`
  have key : ∀ u ∈ U, ⟪residual H E ψ, u⟫_ℂ - ⟪u, residual H E ψ⟫_ℂ = 0 := by
    intro u hu
    have hd : dyad ψ u ψ = u + ⟪u, ψ⟫_ℂ • ψ := by
      change ⟪ψ, ψ⟫_ℂ • u + ⟪u, ψ⟫_ℂ • ψ = _
      rw [hone, one_smul]
    have h := hall (dyad ψ u) (dyad_isSymmetric ψ u)
      (by rw [hd]; exact U.add_mem hu (U.smul_mem _ hU))
    rw [commutatorMean_eq hH (dyad_isSymmetric ψ u) E, hd, inner_add_right, inner_add_left,
      inner_smul_right, inner_smul_left, hr, hr', mul_zero, mul_zero, add_zero, add_zero] at h
    exact h
  intro u hu
  have h1 := key u hu
  have h2 := key _ (U.smul_mem Complex.I hu)
  rw [inner_smul_right, inner_smul_left, Complex.conj_I] at h2
  linear_combination (-Complex.I / 2) * h2 - h1 / 2 +
    ((⟪residual H E ψ, u⟫_ℂ + ⟪u, residual H E ψ⟫_ℂ) / 2) * Complex.I_sq
```

## The three-level model in Lean

The basis states are indexed by `Fin 3`, hence by 0, 1 and 2, and both operators are built from dyads.

```lean
/-- The basis states of a three-level system. -/
def ket (i : Fin 3) : EuclideanSpace ℂ (Fin 3) := EuclideanSpace.basisFun (Fin 3) ℂ i

/-- A three-level Hamiltonian coupling levels 0 and 2. -/
def modelH : EuclideanSpace ℂ (Fin 3) →ₗ[ℂ] EuclideanSpace ℂ (Fin 3) := dyad (ket 0) (ket 2)

/-- A three-level observable coupling level 1 to levels 0 and 2. -/
def modelA : EuclideanSpace ℂ (Fin 3) →ₗ[ℂ] EuclideanSpace ℂ (Fin 3) :=
  dyad (ket 0) (ket 1) + dyad (ket 1) (ket 2)
```

The last theorem collects the hypotheses of `hypervirial` for this model, together with two facts that keep the example from being trivial: $H\psi\ne c\psi$ for every complex $c$, and $(HA-AH)\psi\neq0$. The proof computes the action of the operators on the basis states from orthonormality. It writes an element of `U` as a combination of levels 0 and 1 to check the variational condition, then excludes the two unwanted equations by taking inner products with $|2\rangle$ and $|1\rangle$.

```lean
/-- In the three-level model, level 0 with `U` spanned by levels 0 and 1 meets all hypotheses of
the hypervirial theorem at `E = 0`, is not an eigenvector of `H`, and has `(HA - AH)ψ ≠ 0`. -/
theorem hypervirial_witness :
    modelH.IsSymmetric ∧ modelA.IsSymmetric ∧
    IsVariational modelH (Submodule.span ℂ {ket 0, ket 1}) (ket 0) 0 ∧
    modelA (ket 0) ∈ Submodule.span ℂ {ket 0, ket 1} ∧
    (∀ c : ℂ, modelH (ket 0) ≠ c • ket 0) ∧
    modelH (modelA (ket 0)) - modelA (modelH (ket 0)) ≠ 0 := by
  have he : ∀ i j, ⟪ket i, ket j⟫_ℂ = if i = j then (1 : ℂ) else 0 :=
    orthonormal_iff_ite.mp (EuclideanSpace.basisFun (Fin 3) ℂ).orthonormal
  have hd : ∀ u v x : EuclideanSpace ℂ (Fin 3),
      dyad u v x = ⟪u, x⟫_ℂ • v + ⟪v, x⟫_ℂ • u := fun _ _ _ => rfl
  have hH0 : modelH (ket 0) = ket 2 := by
    simp only [modelH, hd, he]; simp
  have hH1 : modelH (ket 1) = 0 := by
    simp only [modelH, hd, he]; simp
  have hA0 : modelA (ket 0) = ket 1 := by
    simp only [modelA, LinearMap.add_apply, hd, he]; simp
  have hA2 : modelA (ket 2) = ket 1 := by
    simp only [modelA, LinearMap.add_apply, hd, he]; simp
  refine ⟨dyad_isSymmetric _ _, (dyad_isSymmetric _ _).add (dyad_isSymmetric _ _),
    ?_, ?_, ?_, ?_⟩
  · intro u hu
    obtain ⟨a, b, rfl⟩ := Submodule.mem_span_pair.mp hu
    simp only [residual, hH0, Complex.ofReal_zero, zero_smul, sub_zero, inner_add_left,
      inner_smul_left, he]
    simp
  · rw [hA0]
    exact Submodule.subset_span (by simp)
  · intro c h
    have h' := congrArg (fun x => ⟪ket 2, x⟫_ℂ) h
    simp only [hH0, inner_smul_right, he] at h'
    simp at h'
  · intro h
    rw [hA0, hH0, hH1, hA2] at h
    have h' := congrArg (fun x => ⟪ket 1, x⟫_ℂ) h
    simp only [inner_sub_right, inner_zero_right, he] at h'
    simp at h'

end

end VariationalHypervirial
```

```lean
#print axioms VariationalHypervirial.isVariational_iff_stationary
-- 'VariationalHypervirial.isVariational_iff_stationary' depends on axioms: [propext, Classical.choice, Quot.sound]
#print axioms VariationalHypervirial.hypervirial_error_bound
-- 'VariationalHypervirial.hypervirial_error_bound' depends on axioms: [propext, Classical.choice, Quot.sound]
#print axioms VariationalHypervirial.isVariational_iff_hypervirial
-- 'VariationalHypervirial.isVariational_iff_hypervirial' depends on axioms: [propext, Classical.choice, Quot.sound]
```
